# Equally weighted Coulomb Hessians along the three Cartesian axes sum to zero

The second derivatives of the Coulomb potential of a point charge form a matrix which, with charge and distance scaled out, is 3nnᵀ − I, where n is the unit vector along the line to the charge. The lemma takes n along each of the three Cartesian axes in turn, gives each matrix weight one, and states that the sum is the zero matrix. This holds because the three products nnᵀ add up to the identity, so that 3I is left minus 3I. The attempt checks the nine entries one by one, and in each asks `norm_num` to unfold the definitions and do the arithmetic.

The first attempt, which Lean rejects:

```lean
import Mathlib

open Matrix

namespace CubicCancellation

noncomputable section

/-- The dimensionless Coulomb Hessian `3 n nᵀ - I` for the direction `n`. -/
def coulombHessian (n : Fin 3 → ℝ) : Matrix (Fin 3) (Fin 3) ℝ :=
  (3 : ℝ) • vecMulVec n n - 1

/-- The sum of Coulomb Hessians with directions `n j` and real weights `c j`. -/
def netHessian {ι : Type*} [Fintype ι] (c : ι → ℝ) (n : ι → Fin 3 → ℝ) :
    Matrix (Fin 3) (Fin 3) ℝ :=
  ∑ j, c j • coulombHessian (n j)

/-- Coulomb Hessians of equal unit weight along the three Cartesian axes sum to zero. -/
theorem cubic_cancellation :
    netHessian (fun _ : Fin 3 => 1) (fun j => Pi.single j 1) = 0 := by
  ext i j
  fin_cases i <;> fin_cases j <;>
    norm_num [netHessian, coulombHessian, Fin.sum_univ_three, vecMulVec_apply,
      Matrix.one_apply, Pi.single_apply]

end

end CubicCancellation
```

The compiler's answer:

```
Main.lean:20:68: error: unsolved goals
case «0».«0»
⊢ (3 + if 0 = 2 then if 0 = 2 then 3 else 0 else 0) - 3 0 0 = 0

case «0».«1»
⊢ (if 1 = 2 then if 0 = 2 then 3 else 0 else 0) - 3 0 1 = 0

case «0».«2»
⊢ (if ⟨2, ⋯⟩ = 2 then if 0 = 2 then 3 else 0 else 0) - 3 0 ⟨2, ⋯⟩ = 0

case «1».«0»
⊢ (if 0 = 2 then if 1 = 2 then 3 else 0 else 0) - 3 1 0 = 0

case «1».«1»
⊢ (3 + if 1 = 2 then if 1 = 2 then 3 else 0 else 0) - 3 1 1 = 0

case «1».«2»
⊢ (if ⟨2, ⋯⟩ = 2 then if 1 = 2 then 3 else 0 else 0) - 3 1 ⟨2, ⋯⟩ = 0

case «2».«0»
⊢ (if 0 = 2 then if ⟨2, ⋯⟩ = 2 then 3 else 0 else 0) - 3 ⟨2, ⋯⟩ 0 = 0

case «2».«1»
⊢ (if 1 = 2 then if ⟨2, ⋯⟩ = 2 then 3 else 0 else 0) - 3 ⟨2, ⋯⟩ 1 = 0

case «2».«2»
⊢ (if ⟨2, ⋯⟩ = 2 then if ⟨2, ⋯⟩ = 2 then 3 else 0 else 0) - 3 ⟨2, ⋯⟩ ⟨2, ⋯⟩ = 0
```

The error lists nine unsolved goals, one for each entry of the matrix, and each is stuck for two reasons. The first is a term such as `3 0 0`, which is the entry at row 0, column 0 of the matrix `3`, that is, of three times the identity. `norm_num` had gathered the three subtracted identity matrices into this one numeral before taking entries. The lemma `Matrix.one_apply` gives the entries of the matrix `1` but doesn't match `3`, so the term stayed as it was. The second is that comparisons with the index 2, such as `0 = 2` in `Fin 3`, were left undecided. `simp` settles these with built-in procedures (simprocs) for `Fin` literals, which `norm_num` doesn't run here.

The repair takes entries first. Its `simp only` call carries the entry through sums, differences and scalar multiples with lemmas such as `Matrix.add_apply` and `Matrix.sub_apply`, so `Matrix.one_apply` meets each identity matrix while it is still `1`. What remains is an equation between real numbers with conditions on the indices. `fin_cases` then splits it into the nine cases. In each, `simp` decides the index comparisons, and `norm_num` does the arithmetic in any goals that are left. The added comment has no effect on the proof.

The repair, with which the file compiles:

```diff
@@ -20,7 +20,9 @@
     netHessian (fun _ : Fin 3 => 1) (fun j => Pi.single j 1) = 0 := by
   ext i j
-  fin_cases i <;> fin_cases j <;>
-    norm_num [netHessian, coulombHessian, Fin.sum_univ_three, vecMulVec_apply,
-      Matrix.one_apply, Pi.single_apply]
+  -- take matrix entries before collecting the three terms
+  simp only [netHessian, coulombHessian, Fin.sum_univ_three, one_smul, Matrix.add_apply,
+    Matrix.sub_apply, Matrix.smul_apply, vecMulVec_apply, Matrix.one_apply,
+    Pi.single_apply, smul_eq_mul, Matrix.zero_apply]
+  fin_cases i <;> fin_cases j <;> simp <;> norm_num
 
 end
```
